# The Waller-Hartree Formula for the Particle-Hole Intensity of N Orthonormal Orbitals

Treat N electrons as N independent scatterers, each contributing one unit of inelastic intensity, and the total is N at every momentum transfer q. At q = 0 this is plainly wrong: exp(iq·r) is then the identity and excites nothing. The count includes electrons that stay in their own orbital and electrons sent into orbitals that are already occupied. For a single determinant, the Waller-Hartree formula subtracts both.

## Subtracting scattering within the occupied space

Let φ_1, …, φ_N be orthonormal spin orbitals in ℂ^d, and let Φ be the d × N matrix with these columns. Write † for the adjoint. Then Φ†Φ = 1, and P = ΦΦ† satisfies P† = P, P² = P and tr P = tr(Φ†Φ) = N. Let U be a unitary matrix standing for exp(iq·r). The particle-hole intensity is

S = tr(P U† (1 − P) U).

For any orbitals ψ_a forming the columns of a matrix Ψ, cyclicity of the trace gives

tr(ΦΦ† U† ΨΨ† U) = tr((Ψ†UΦ)† (Ψ†UΦ)) = Σ_ai |⟨ψ_a, Uφ_i⟩|².

If ΨΨ† = 1 − P, the left side is S, which is therefore the sum of all occupied-to-virtual transition strengths. The columns of 1 − P itself also qualify as Ψ, because (1 − P)(1 − P)† = 1 − P. They need not be normalised, and they give

S = Σ_i ‖(1 − P)Uφ_i‖² ≥ 0.

Unitarity turns P U†(1 − P)U into P − P U†P U. Taking the trace, and using the squared-amplitude identity with Ψ = Φ, yields

S = N − Σ_ij |⟨φ_i, Uφ_j⟩|² ≤ N.

Suppose now that S = 0. Every (1 − P)Uφ_i vanishes, so UP = PUP. Since ⟨φ_i, U†φ_j⟩ is the complex conjugate of ⟨φ_j, Uφ_i⟩, the formula gives U† the same intensity, and so U†P = PU†P. The adjoint of this equation is PU = PUP, hence UP = PU. Conversely, if UP = PU, then

P U†(1 − P)U = P U†U(1 − P) = P(1 − P) = 0,

and S = 0.

For X-rays with a photon energy far above all absorption edges, and energy losses small compared with that energy, the formula gives the inelastic intensity of the single-determinant model in a finite orbital space at fixed q, summed over final states and in units of the free-electron intensity, from occupied orbitals alone.

## Orbitals as columns, amplitudes as matrix entries

The numbers `d`, `N` and `M` count the dimension of the one-particle space, the occupied orbitals and a second set of orbitals.

```lean
import Mathlib

open Matrix

namespace WallerHartree

variable {d N M : ℕ}
```

`occ Φ` is ΦΦ†, with the adjoint written `ᴴ` in Lean. It is a projector once the columns are orthonormal, a condition that the theorems state as `Φᴴ * Φ = 1`.

```lean
/-- The operator `∑ᵢ |φᵢ⟩⟨φᵢ|` built from the orbitals `φᵢ`, the columns of `Φ`. -/
def occ (Φ : Matrix (Fin d) (Fin N) ℂ) : Matrix (Fin d) (Fin d) ℂ := Φ * Φᴴ
```

The entry `amplitude Ψ U Φ a i` is ⟨ψ_a, Uφ_i⟩, with the inner product conjugate-linear in its first argument.

```lean
/-- The table of scattering amplitudes `⟨ψₐ, U φᵢ⟩` from the orbitals `φᵢ` to the
orbitals `ψₐ`. -/
def amplitude (Ψ : Matrix (Fin d) (Fin M) ℂ) (U : Matrix (Fin d) (Fin d) ℂ)
    (Φ : Matrix (Fin d) (Fin N) ℂ) : Matrix (Fin M) (Fin N) ℂ := Ψᴴ * U * Φ
```

The intensity is defined as a complex number, so its reality has to be proved. The definition starts from the one-particle trace; the reduction of the many-electron determinant to this trace, and the link to the scattering cross-section, are not proved here.

```lean
/-- The particle-hole intensity `tr (P U† (1 - P) U)`, with `P` built from the
occupied orbitals. -/
def intensity (Φ : Matrix (Fin d) (Fin N) ℂ) (U : Matrix (Fin d) (Fin d) ℂ) : ℂ :=
  (occ Φ * Uᴴ * (1 - occ Φ) * U).trace
```

## Intensity as a sum of squares

A sum of non-negative terms vanishes only if each term does. The first lemma applies this twice, to the rows and then to the entries within each row.

```lean
/-- The total strength of a table of amplitudes is zero exactly when every amplitude is. -/
theorem strength_eq_zero_iff (A : Matrix (Fin M) (Fin N) ℂ) :
    ∑ a, ∑ i, ‖A a i‖ ^ 2 = 0 ↔ A = 0 := by
  constructor
  · intro s
    have h1 : ∀ a ∈ Finset.univ, ∑ i, ‖A a i‖ ^ 2 = 0 :=
      (Finset.sum_eq_zero_iff_of_nonneg (fun a _ => by positivity)).mp s
    ext a i
    have h2 : ∀ i ∈ Finset.univ, ‖A a i‖ ^ 2 = 0 :=
      (Finset.sum_eq_zero_iff_of_nonneg (fun i _ => by positivity)).mp
        (h1 a (Finset.mem_univ a))
    simpa using h2 i (Finset.mem_univ i)
  · rintro rfl
    simp
```

The next theorem is the squared-amplitude identity. The auxiliary statement `gram` expands tr(A†A) into squared moduli, and `Matrix.trace_mul_comm` moves Φ from the front of the product to the back.

```lean
/-- The trace `tr (ΦΦ† U† ΨΨ† U)` is the sum of `|⟨ψₐ, U φᵢ⟩|²` over both sets of orbitals. -/
theorem trace_eq_strength (Φ : Matrix (Fin d) (Fin N) ℂ) (Ψ : Matrix (Fin d) (Fin M) ℂ)
    (U : Matrix (Fin d) (Fin d) ℂ) :
    (occ Φ * Uᴴ * occ Ψ * U).trace =
      ((∑ a, ∑ i, ‖amplitude Ψ U Φ a i‖ ^ 2 : ℝ) : ℂ) := by
  -- for any table `A`, the trace of `A† A` is the sum of squared moduli
  have gram : ∀ A : Matrix (Fin M) (Fin N) ℂ,
      (Aᴴ * A).trace = ((∑ a, ∑ i, ‖A a i‖ ^ 2 : ℝ) : ℂ) := by
    intro A
    rw [Finset.sum_comm]
    simp only [Matrix.trace, Matrix.diag_apply, Matrix.mul_apply,
      Matrix.conjTranspose_apply, Complex.ofReal_sum]
    refine Finset.sum_congr rfl fun i _ => Finset.sum_congr rfl fun a _ => ?_
    rw [← Complex.normSq_eq_norm_sq]
    exact Complex.normSq_eq_conj_mul_self.symm
  have h : occ Φ * Uᴴ * occ Ψ * U = Φ * (Φᴴ * Uᴴ * Ψ * (Ψᴴ * U)) := by
    simp only [occ, Matrix.mul_assoc]
  rw [← gram (amplitude Ψ U Φ), h, Matrix.trace_mul_comm]
  simp only [amplitude, Matrix.conjTranspose_mul, Matrix.conjTranspose_conjTranspose,
    Matrix.mul_assoc]
```

P = ΦΦ† is Hermitian for any Φ, and orthonormality gives P² = P.

```lean
/-- For orthonormal orbitals, `P` is Hermitian and idempotent. -/
theorem occ_projector {Φ : Matrix (Fin d) (Fin N) ℂ} (hΦ : Φᴴ * Φ = 1) :
    (occ Φ)ᴴ = occ Φ ∧ occ Φ * occ Φ = occ Φ := by
  constructor
  · simp only [occ, Matrix.conjTranspose_mul, Matrix.conjTranspose_conjTranspose]
  · calc occ Φ * occ Φ = Φ * (Φᴴ * Φ) * Φᴴ := by simp only [occ, Matrix.mul_assoc]
      _ = occ Φ := by rw [hΦ, Matrix.mul_one, occ]
```

The hypothesis `hc` says that occupied and virtual orbitals together resolve the identity. Replacing 1 − P by `occ Ψ` reduces the claim to the squared-amplitude identity.

```lean
/-- If the virtual orbitals `ψₐ` complete the occupied ones, the intensity is the sum of
`|⟨ψₐ, U φᵢ⟩|²` over all occupied-to-virtual transitions. -/
theorem intensity_eq_particle_hole {Φ : Matrix (Fin d) (Fin N) ℂ}
    {Ψ : Matrix (Fin d) (Fin M) ℂ} (hc : occ Φ + occ Ψ = 1)
    (U : Matrix (Fin d) (Fin d) ℂ) :
    intensity Φ U = ((∑ a, ∑ i, ‖amplitude Ψ U Φ a i‖ ^ 2 : ℝ) : ℂ) := by
  have h : 1 - occ Φ = occ Ψ := by rw [← hc]; abel
  rw [intensity, h, trace_eq_strength]
```

Here the columns of 1 − P serve as the virtual orbitals. The index `x` runs over the d coordinates, so the sum over `x` is the squared norm of (1 − P)Uφ_i. The calculation checks that P + (1 − P)(1 − P)† = 1.

```lean
/-- The intensity is the total squared norm of the parts of the scattered orbitals `U φᵢ`
that lie outside the occupied space. -/
theorem intensity_eq_leakage {Φ : Matrix (Fin d) (Fin N) ℂ} (hΦ : Φᴴ * Φ = 1)
    (U : Matrix (Fin d) (Fin d) ℂ) :
    intensity Φ U = ((∑ x, ∑ i, ‖amplitude (1 - occ Φ) U Φ x i‖ ^ 2 : ℝ) : ℂ) := by
  obtain ⟨hH, hI⟩ := occ_projector hΦ
  apply intensity_eq_particle_hole
  -- the columns of `1 - P` resolve the complement of the occupied space
  change occ Φ + (1 - occ Φ) * (1 - occ Φ)ᴴ = 1
  rw [Matrix.conjTranspose_sub, Matrix.conjTranspose_one, hH]
  calc occ Φ + (1 - occ Φ) * (1 - occ Φ)
      = 1 - occ Φ + occ Φ * occ Φ := by noncomm_ring
    _ = 1 := by rw [hI]; abel
```

## The sum rule and the condition for zero intensity

Unitarity enters through `hU`. Position is diagonal on a finite grid, and exp(iq·r) is then exactly unitary; its matrix in a truncated orbital basis generally is not. In the proof, `e` is the operator identity P U†(1 − P)U = P − P U†P U, and `t` is tr P = N.

```lean
/-- The sum rule: the intensity is `N` minus the total strength of scattering among the
occupied orbitals. -/
theorem intensity_sum_rule {Φ : Matrix (Fin d) (Fin N) ℂ} (hΦ : Φᴴ * Φ = 1)
    {U : Matrix (Fin d) (Fin d) ℂ} (hU : U ∈ Matrix.unitaryGroup (Fin d) ℂ) :
    intensity Φ U = ((N - ∑ i, ∑ j, ‖amplitude Φ U Φ i j‖ ^ 2 : ℝ) : ℂ) := by
  have h : Uᴴ * U = 1 := Matrix.mem_unitaryGroup_iff'.mp hU
  have e : occ Φ * Uᴴ * (1 - occ Φ) * U = occ Φ - occ Φ * Uᴴ * occ Φ * U := by
    calc occ Φ * Uᴴ * (1 - occ Φ) * U
        = occ Φ * (Uᴴ * U) - occ Φ * Uᴴ * occ Φ * U := by noncomm_ring
      _ = _ := by rw [h, mul_one]
  -- the trace of the projector counts the electrons
  have t : (occ Φ).trace = (N : ℂ) := by
    rw [occ, Matrix.trace_mul_comm, hΦ, Matrix.trace_one, Fintype.card_fin]
  rw [intensity, e, Matrix.trace_sub, t, trace_eq_strength, Complex.ofReal_sub,
    Complex.ofReal_natCast]
```

Reversing the momentum transfer replaces the table of amplitudes among occupied orbitals by its adjoint. Exchanging the two summation indices leaves the total strength unchanged.

```lean
/-- The intensity is the same for `U†` as for `U`, that is, for reversed momentum transfer. -/
theorem intensity_reverse {Φ : Matrix (Fin d) (Fin N) ℂ} (hΦ : Φᴴ * Φ = 1)
    {U : Matrix (Fin d) (Fin d) ℂ} (hU : U ∈ Matrix.unitaryGroup (Fin d) ℂ) :
    intensity Φ Uᴴ = intensity Φ U := by
  have hU' : Uᴴ ∈ Matrix.unitaryGroup (Fin d) ℂ := by
    rw [Matrix.mem_unitaryGroup_iff, Matrix.star_eq_conjTranspose,
      Matrix.conjTranspose_conjTranspose]
    exact Matrix.mem_unitaryGroup_iff'.mp hU
  have hA : amplitude Φ Uᴴ Φ = (amplitude Φ U Φ)ᴴ := by
    simp only [amplitude, Matrix.conjTranspose_mul, Matrix.conjTranspose_conjTranspose,
      Matrix.mul_assoc]
  rw [intensity_sum_rule hΦ hU', intensity_sum_rule hΦ hU, hA, Finset.sum_comm]
  simp only [Matrix.conjTranspose_apply, norm_star]
```

The main theorem assumes orthonormal orbitals and a unitary `U`, and has four parts: the formula, the lower bound, the upper bound and the commutation criterion. The formula equates the complex trace with a real number, so the bounds on the real part `.re` concern the whole intensity. No particular form of exp(iq·r) is used: `U` may be any unitary matrix.

The lower bound comes from the sum of squared norms and the upper bound from the sum rule. For the criterion, `leak` shows that zero intensity for a matrix V implies VP = PVP. It is applied to `U` and to `Uᴴ`, and the adjoint of the second result completes the commutation relation. The last block is the converse calculation, with `noncomm_ring` expanding products without reordering the matrices.

```lean
/-- Waller-Hartree formula for one determinant: the intensity is
`N - ∑ᵢⱼ |⟨φᵢ, U φⱼ⟩|²`, lies between `0` and `N`, and vanishes exactly when `U` commutes
with the projector on the occupied orbitals. -/
theorem waller_hartree {Φ : Matrix (Fin d) (Fin N) ℂ} (hΦ : Φᴴ * Φ = 1)
    {U : Matrix (Fin d) (Fin d) ℂ} (hU : U ∈ Matrix.unitaryGroup (Fin d) ℂ) :
    intensity Φ U = ((N - ∑ i, ∑ j, ‖amplitude Φ U Φ i j‖ ^ 2 : ℝ) : ℂ) ∧
    0 ≤ (intensity Φ U).re ∧ (intensity Φ U).re ≤ N ∧
    (intensity Φ U = 0 ↔ U * occ Φ = occ Φ * U) := by
  obtain ⟨hH, hI⟩ := occ_projector hΦ
  refine ⟨intensity_sum_rule hΦ hU, ?_, ?_, ?_, ?_⟩
  · rw [intensity_eq_leakage hΦ, Complex.ofReal_re]
    positivity
  · rw [intensity_sum_rule hΦ hU, Complex.ofReal_re]
    exact sub_le_self _ (by positivity)
  · -- zero intensity means that nothing leaks out of the occupied space
    have leak : ∀ V : Matrix (Fin d) (Fin d) ℂ, intensity Φ V = 0 →
        V * occ Φ = occ Φ * V * occ Φ := by
      intro V hV
      rw [intensity_eq_leakage hΦ, Complex.ofReal_eq_zero, strength_eq_zero_iff, amplitude,
        Matrix.conjTranspose_sub, Matrix.conjTranspose_one, hH] at hV
      have h0 : (1 - occ Φ) * V * occ Φ = 0 := by
        calc (1 - occ Φ) * V * occ Φ = (1 - occ Φ) * V * Φ * Φᴴ :=
              (Matrix.mul_assoc _ _ _).symm
          _ = 0 := by rw [hV, Matrix.zero_mul]
      apply sub_eq_zero.mp
      rw [← h0]
      noncomm_ring
    intro h
    have h1 := leak U h
    -- the same holds for the reversed momentum transfer; take the adjoint
    have h2 := congrArg Matrix.conjTranspose (leak Uᴴ ((intensity_reverse hΦ hU).trans h))
    simp only [Matrix.conjTranspose_mul, Matrix.conjTranspose_conjTranspose, hH] at h2
    exact h1.trans ((Matrix.mul_assoc _ _ _).trans h2.symm)
  · intro hc
    have h : Uᴴ * U = 1 := Matrix.mem_unitaryGroup_iff'.mp hU
    have e : occ Φ * Uᴴ * (1 - occ Φ) * U = 0 := by
      calc occ Φ * Uᴴ * (1 - occ Φ) * U
          = occ Φ * Uᴴ * (U - occ Φ * U) := by noncomm_ring
        _ = occ Φ * Uᴴ * (U - U * occ Φ) := by rw [hc]
        _ = occ Φ * (Uᴴ * U) - occ Φ * (Uᴴ * U) * occ Φ := by noncomm_ring
        _ = 0 := by rw [h, mul_one, hI, sub_self]
    rw [intensity, e, Matrix.trace_zero]
```

## Full intensity and a two-level rotation

The upper bound is attained exactly when U sends every occupied orbital into the virtual space. By the sum rule, S = N means that the subtracted strength is zero, and hence that every amplitude among occupied orbitals is zero.

```lean
/-- The intensity reaches `N` exactly when all amplitudes among occupied orbitals vanish. -/
theorem intensity_eq_card_iff {Φ : Matrix (Fin d) (Fin N) ℂ} (hΦ : Φᴴ * Φ = 1)
    {U : Matrix (Fin d) (Fin d) ℂ} (hU : U ∈ Matrix.unitaryGroup (Fin d) ℂ) :
    intensity Φ U = N ↔ amplitude Φ U Φ = 0 := by
  rw [intensity_sum_rule hΦ hU, ← strength_eq_zero_iff]
  constructor
  · intro h
    have h' := congrArg Complex.re h
    rw [Complex.ofReal_re, Complex.natCast_re] at h'
    linarith
  · intro h
    rw [h, sub_zero, Complex.ofReal_natCast]
```

In the two-level example, the occupied orbital (1, 0) is rotated to (c, s), where c and s are real and c² + s² = 1. Its amplitude in the virtual orbital (0, 1) is s, so S = s², in agreement with 1 − c² from the sum rule. The theorem also verifies orthonormality, completeness and unitarity for these matrices, entry by entry.

```lean
/-- Two levels, the first occupied and the second virtual, mixed by a real rotation with
cosine `c` and sine `s`: all hypotheses hold and the intensity is `s²`. -/
theorem two_level_witness (c s : ℝ) (h : c ^ 2 + s ^ 2 = 1) :
    (!![1; 0] : Matrix (Fin 2) (Fin 1) ℂ)ᴴ * (!![1; 0] : Matrix (Fin 2) (Fin 1) ℂ) = 1 ∧
    occ (!![1; 0] : Matrix (Fin 2) (Fin 1) ℂ) +
      occ (!![0; 1] : Matrix (Fin 2) (Fin 1) ℂ) = 1 ∧
    (!![(c : ℂ), -s; s, c] : Matrix (Fin 2) (Fin 2) ℂ) ∈ Matrix.unitaryGroup (Fin 2) ℂ ∧
    intensity (!![1; 0] : Matrix (Fin 2) (Fin 1) ℂ) !![(c : ℂ), -s; s, c] = (s : ℂ) ^ 2 := by
  have hc : (c : ℂ) ^ 2 + (s : ℂ) ^ 2 = 1 := by exact_mod_cast h
  have h2 : occ (!![1; 0] : Matrix (Fin 2) (Fin 1) ℂ) +
      occ (!![0; 1] : Matrix (Fin 2) (Fin 1) ℂ) = 1 := by
    ext i j
    simp only [occ, Matrix.add_apply, Matrix.mul_apply, Matrix.conjTranspose_apply]
    fin_cases i <;> fin_cases j <;> simp
  refine ⟨?_, h2, ?_, ?_⟩
  · ext i j
    simp only [Matrix.mul_apply, Matrix.conjTranspose_apply, Fin.sum_univ_two]
    fin_cases i
    fin_cases j
    simp
  · rw [Matrix.mem_unitaryGroup_iff]
    ext i j
    simp only [Matrix.mul_apply, Matrix.star_apply, Fin.sum_univ_two]
    fin_cases i <;> fin_cases j <;> simp [mul_comm] <;> linear_combination hc
  · have hA : amplitude (!![0; 1] : Matrix (Fin 2) (Fin 1) ℂ) !![(c : ℂ), -s; s, c]
        (!![1; 0] : Matrix (Fin 2) (Fin 1) ℂ) 0 0 = s := by
      simp only [amplitude, Matrix.mul_apply, Matrix.conjTranspose_apply, Fin.sum_univ_two]
      simp
    rw [intensity_eq_particle_hole h2]
    simp [hA]

end WallerHartree
```

```lean
#print axioms WallerHartree.waller_hartree
-- 'WallerHartree.waller_hartree' depends on axioms: [propext, Classical.choice, Quot.sound]
#print axioms WallerHartree.intensity_eq_card_iff
-- 'WallerHartree.intensity_eq_card_iff' depends on axioms: [propext, Classical.choice, Quot.sound]
```
